# For a thermal qubit quenched from Z to X, the work operator violates Jarzynski's equality

A qubit with Hamiltonian \(Z\) is in thermal equilibrium at inverse temperature \(\beta>0\). Its Hamiltonian is suddenly switched to \(X\), so fast that the state has no time to change. Here \(X\) and \(Z\) are the Pauli matrices, with energies in units of half the level splitting. How much work was done?

One answer treats work as an observable, the energy difference \(W=X-Z\). Another measures the energy before and after the switch and subtracts the outcomes. Jarzynski's equality demands that the average of \(e^{-\beta\,\text{work}}\) equal the ratio of final to initial partition functions. Write \(\mathcal Z(H)=\operatorname{tr}e^{-\beta H}\). The first answer fails this test, because

\[
\operatorname{tr}\bigl(e^{-\beta Z}e^{-\beta(X-Z)}\bigr)>\operatorname{tr}e^{-\beta X}\qquad(\beta>0).
\]

The second answer passes it. For this single qubit and instantaneous quench, the exponential work average thus depends on how work is defined.

## The excess of the trace

Let \(A^2=1\), and put \(P=(1+A)/2\) and \(Q=(1-A)/2\). Then \(PA=P\), \(QA=-Q\) and \(P+Q=1\), so by induction \((zA)^k=z^kP+(-z)^kQ\). Summing the exponential series gives

\[
e^{zA}=e^zP+e^{-z}Q=\cosh z+\sinh z\,A .
\]

Since \(Z^2=X^2=1\), we have \(e^{-\beta Z}=\cosh\beta-\sinh\beta\,Z\), and likewise for \(X\). Both matrices are traceless, so \(\mathcal Z(X)=\mathcal Z(Z)=2\cosh\beta\).

Because \(XZ+ZX=0\), \((X-Z)^2=2\), and \((X-Z)/\sqrt2\) squares to one. Therefore

\[
e^{-\beta(X-Z)}=\cosh(\sqrt2\beta)-\tfrac{1}{\sqrt2}\sinh(\sqrt2\beta)\,(X-Z).
\]

In the product with \(e^{-\beta Z}\), the terms linear in \(Z\) or \(X-Z\) are traceless, and \(\operatorname{tr}Z(X-Z)=-2\). Hence

\[
\operatorname{tr}\bigl(e^{-\beta Z}e^{-\beta(X-Z)}\bigr)=2\Bigl(\cosh\beta\cosh(\sqrt2\beta)-\tfrac1{\sqrt2}\sinh\beta\sinh(\sqrt2\beta)\Bigr).
\]

Subtract \(2\cosh\beta\), halve, and set \(\beta=\sqrt2\,t\), so that \(\sqrt2\beta=2t\). With \(\cosh2t-1=2\sinh^2t\) and \(\sinh2t=2\sinh t\cosh t\), half the excess is

\[
\sqrt2\,\sinh t\;g(t),\qquad g(t)=\sqrt2\sinh t\cosh(\sqrt2t)-\sinh(\sqrt2t)\cosh t .
\]

Now \(g(0)=0\). In the derivative the two \(\cosh\cosh\) terms cancel, leaving

\[
g'(t)=(2-1)\sinh t\sinh(\sqrt2t)>0\qquad(t>0).
\]

So \(g(t)>0\), and the trace inequality follows. Dividing it by \(\mathcal Z(Z)>0\) shows that the work-operator average exceeds \(\mathcal Z(X)/\mathcal Z(Z)\), which here is 1.

## Two cases in which the equality holds

If the initial and final Hamiltonians \(H_i\) and \(H_f\) commute, then \(e^{-\beta H_i}e^{-\beta(H_f-H_i)}=e^{-\beta H_f}\). Taking the trace and dividing by \(\mathcal Z(H_i)\) gives the equality for the work operator.

For two measurements on the quench \(Z\to X\), let \(E_0=1\) and \(E_1=-1\). The first outcome is \(E_m\) with probability \(e^{-\beta E_m}/\mathcal Z(Z)\). The qubit is then in an eigenstate of \(Z\), so either outcome \(E_k\) of \(X\) has probability \(1/2\). The average is

\[
\sum_{m,k}e^{-\beta(E_k-E_m)}\frac{e^{-\beta E_m}}{2\mathcal Z(Z)}
=\sum_k\frac{e^{-\beta E_k}}{\mathcal Z(Z)}=\frac{\mathcal Z(X)}{\mathcal Z(Z)} .
\]

## States, work operator and measurements in Lean

Opening `ComplexOrder` makes `<` available on complex numbers: it compares real parts and requires equal imaginary parts. The traces compared below are real by their closed forms.

```lean
import Mathlib

open Matrix
open scoped ComplexOrder

namespace WorkOperatorJarzynski

noncomputable section

/-- The Pauli matrix X. -/
def pauliX : Matrix (Fin 2) (Fin 2) ℂ := !![0, 1; 1, 0]

/-- The Pauli matrix Z. -/
def pauliZ : Matrix (Fin 2) (Fin 2) ℂ := !![1, 0; 0, -1]
```

The general definitions accept any complex square matrix with a finite index type `n`, Hermitian or not. `NormedSpace.exp` is the true matrix exponential, not an entrywise one.

```lean
variable {n : Type*} [Fintype n] [DecidableEq n]

/-- The Boltzmann operator `exp(-βH)`. -/
def boltzmann (β : ℝ) (H : Matrix n n ℂ) : Matrix n n ℂ :=
  NormedSpace.exp ((-(β : ℂ)) • H)

/-- The partition function `tr exp(-βH)`. -/
def partitionFunction (β : ℝ) (H : Matrix n n ℂ) : ℂ := (boltzmann β H).trace

/-- The Gibbs state `exp(-βH) / tr exp(-βH)`, for H with nonzero partition function. -/
def gibbs (β : ℝ) (H : Matrix n n ℂ) : Matrix n n ℂ :=
  (partitionFunction β H)⁻¹ • boltzmann β H
```

The work-operator average is \(\operatorname{tr}(\rho\,e^{-\beta W})\), with \(\rho\) the initial Gibbs state. No evolution operator appears, since the quench is instantaneous.

```lean
/-- The average of `exp(-βW)` in the initial Gibbs state, with work operator `W = Hf - Hi`,
for Hi with nonzero partition function. -/
def operatorWorkAverage (β : ℝ) (Hi Hf : Matrix n n ℂ) : ℂ :=
  (gibbs β Hi * boltzmann β (Hf - Hi)).trace
```

For the measurements, index `0` is the level \(+1\) and index `1` the level \(-1\).

```lean
/-- The two energy levels 1 and -1 of a Pauli Hamiltonian. -/
def energy : Fin 2 → ℝ := ![1, -1]

/-- The projector `(1 + E A)/2` onto the level E = ±1 of a Hamiltonian A with `A² = 1`. -/
def eigenProj (A : Matrix (Fin 2) (Fin 2) ℂ) (k : Fin 2) : Matrix (Fin 2) (Fin 2) ℂ :=
  (1 / 2 : ℂ) • (1 + (energy k : ℂ) • A)
```

In the next definition `m` labels the first outcome and `k` the second. The product in the inner parentheses is the unnormalised state after the first measurement, so its trace with the second projector is the joint probability of both outcomes.

```lean
/-- The average of `exp(-βw)` for a qubit initially in the Gibbs state of Z, when Z is measured
before and X after the sudden quench, and w is the second outcome minus the first. -/
def twoPointWorkAverage (β : ℝ) : ℂ :=
  ∑ m, ∑ k, Complex.exp (-((β : ℂ) * ((energy k : ℂ) - (energy m : ℂ)))) *
    (eigenProj pauliX k * (eigenProj pauliZ m * gibbs β pauliZ * eigenProj pauliZ m)).trace
```

## Exponentials of matrices that square to one

The proof follows the projector argument: `hP` and `hQ` give the action of `A`, `hpow` is the induction on powers, and `hs` supplies the scalar exponential series for \(z\) and \(-z\).

```lean
/-- If `A² = 1`, then `exp(zA) = cosh z + sinh z A`. -/
theorem exp_smul_involution (A : Matrix n n ℂ) (hA : A * A = 1) (z : ℂ) :
    NormedSpace.exp (z • A) = Complex.cosh z • (1 : Matrix n n ℂ) + Complex.sinh z • A := by
  -- split into the two spectral projectors of A
  obtain ⟨P, hPd⟩ : ∃ P : Matrix n n ℂ, P = (1 / 2 : ℂ) • (1 + A) := ⟨_, rfl⟩
  obtain ⟨Q, hQd⟩ : ∃ Q : Matrix n n ℂ, Q = (1 / 2 : ℂ) • (1 - A) := ⟨_, rfl⟩
  have hP : P * A = P := by
    rw [hPd, smul_mul_assoc, add_mul, one_mul, hA, add_comm]
  have hQ : Q * A = -Q := by
    rw [hQd, smul_mul_assoc, sub_mul, one_mul, hA, ← smul_neg, neg_sub]
  have hpow : ∀ k : ℕ, (z • A) ^ k = z ^ k • P + (-z) ^ k • Q := by
    intro k
    induction k with
    | zero =>
      rw [hPd, hQd, pow_zero, pow_zero, pow_zero]
      module
    | succ k ih =>
      rw [pow_succ (z • A), ih, mul_smul_comm, add_mul, smul_mul_assoc, smul_mul_assoc,
        hP, hQ, pow_succ z, pow_succ (-z)]
      module
  have hs : ∀ w : ℂ, HasSum (fun k : ℕ => (k.factorial : ℂ)⁻¹ * w ^ k) (Complex.exp w) := by
    intro w
    rw [Complex.exp_eq_exp_ℂ]
    simpa only [div_eq_inv_mul] using NormedSpace.expSeries_div_hasSum_exp w
  have h := ((hs z).smul_const P).add ((hs (-z)).smul_const Q)
  have h2 : HasSum (fun k : ℕ => (k.factorial : ℂ)⁻¹ • (z • A) ^ k)
      (Complex.exp z • P + Complex.exp (-z) • Q) := by
    simpa only [hpow, smul_add, smul_smul] using h
  have h3 : NormedSpace.exp (z • A) = ∑' k : ℕ, (k.factorial : ℂ)⁻¹ • (z • A) ^ k :=
    congrFun (NormedSpace.exp_eq_tsum ℂ) _
  rw [h3, h2.tsum_eq, hPd, hQd, Complex.cosh, Complex.sinh]
  module
```

Setting \(z=-\beta\) gives the Boltzmann operator.

```lean
/-- If `A² = 1`, the Boltzmann operator of A is `cosh β - sinh β A`. -/
theorem boltzmann_involution (A : Matrix n n ℂ) (hA : A * A = 1) (β : ℝ) :
    boltzmann β A = Complex.cosh β • (1 : Matrix n n ℂ) - Complex.sinh β • A := by
  rw [boltzmann, exp_smul_involution A hA, Complex.cosh_neg, Complex.sinh_neg, neg_smul,
    sub_eq_add_neg]
```

The Pauli matrices satisfy the hypothesis, as a check of their entries shows, and tracelessness then yields both partition functions.

```lean
lemma pauliX_sq : pauliX * pauliX = 1 := by
  ext i j
  fin_cases i <;> fin_cases j <;> simp [pauliX, Matrix.mul_apply, Fin.sum_univ_two]

lemma pauliZ_sq : pauliZ * pauliZ = 1 := by
  ext i j
  fin_cases i <;> fin_cases j <;> simp [pauliZ, Matrix.mul_apply, Fin.sum_univ_two]

/-- A traceless qubit Hamiltonian with `A² = 1` has partition function `2 cosh β`. -/
theorem partitionFunction_qubit (A : Matrix (Fin 2) (Fin 2) ℂ) (hA : A * A = 1)
    (ht : A.trace = 0) (β : ℝ) : partitionFunction β A = ((2 * Real.cosh β : ℝ) : ℂ) := by
  rw [partitionFunction, boltzmann_involution A hA, Matrix.trace_sub, Matrix.trace_smul,
    Matrix.trace_smul, ht, Matrix.trace_one]
  simp [mul_comm]

lemma partitionFunction_X (β : ℝ) :
    partitionFunction β pauliX = ((2 * Real.cosh β : ℝ) : ℂ) :=
  partitionFunction_qubit _ pauliX_sq (by simp [pauliX, Matrix.trace_fin_two]) β

lemma partitionFunction_Z (β : ℝ) :
    partitionFunction β pauliZ = ((2 * Real.cosh β : ℝ) : ℂ) :=
  partitionFunction_qubit _ pauliZ_sq (by simp [pauliZ, Matrix.trace_fin_two]) β
```

## The strict inequality

In `trace_work_operator`, `hD` is \((X-Z)^2=2\), `hA` rescales the work operator to square to one, and `hB` moves the factor \(\sqrt2\) into the inverse temperature. The code writes \(1/\sqrt2\) as `√2 / 2`.

```lean
lemma sqrt_two_sq : √2 * √2 = (2 : ℝ) := Real.mul_self_sqrt (by norm_num)

/-- Closed form of `tr(exp(-βZ) exp(-β(X-Z)))`. -/
theorem trace_work_operator (β : ℝ) :
    (boltzmann β pauliZ * boltzmann β (pauliX - pauliZ)).trace =
      ((2 * (Real.cosh β * Real.cosh (√2 * β)
        - Real.sinh β * (√2 / 2 * Real.sinh (√2 * β))) : ℝ) : ℂ) := by
  have hs : ((√2 : ℝ) : ℂ) * ((√2 : ℝ) : ℂ) = 2 := by exact_mod_cast sqrt_two_sq
  have hD : (pauliX - pauliZ) * (pauliX - pauliZ) = (2 : ℂ) • 1 := by
    ext i j
    fin_cases i <;> fin_cases j <;>
      simp [pauliX, pauliZ, Matrix.mul_apply, Fin.sum_univ_two] <;> norm_num
  -- the work operator is √2 times an involution
  have hA : ((((√2 : ℝ) : ℂ) / 2) • (pauliX - pauliZ)) *
      ((((√2 : ℝ) : ℂ) / 2) • (pauliX - pauliZ)) = 1 := by
    have hc : ((√2 : ℝ) : ℂ) / 2 * (((√2 : ℝ) : ℂ) / 2) * 2 = 1 := by
      linear_combination (1 / 2) * hs
    rw [smul_mul_smul_comm, hD, smul_smul, hc, one_smul]
  have hB : boltzmann β (pauliX - pauliZ) =
      boltzmann (√2 * β) ((((√2 : ℝ) : ℂ) / 2) • (pauliX - pauliZ)) := by
    have hc : -((√2 * β : ℝ) : ℂ) * (((√2 : ℝ) : ℂ) / 2) = -(β : ℂ) := by
      rw [Complex.ofReal_mul]
      linear_combination (-(β : ℂ) / 2) * hs
    rw [boltzmann, boltzmann, smul_smul, hc]
  rw [hB, boltzmann_involution _ hA, boltzmann_involution _ pauliZ_sq]
  push_cast
  simp [pauliX, pauliZ, Matrix.trace_fin_two, Matrix.mul_apply, Fin.sum_univ_two]
  rw [← Complex.cosh_sub_sinh, ← Complex.cosh_add_sinh]
  ring
```

The next theorem is \(g(t)>0\). Its `hd` computes \(g'\), and `strictMonoOn_of_deriv_pos` turns the positive derivative into strict growth on \([0,\infty)\).

```lean
/-- For t > 0, `sinh(√2 t) cosh t < √2 sinh t cosh(√2 t)`. -/
theorem sinh_cosh_gap {t : ℝ} (ht : 0 < t) :
    Real.sinh (√2 * t) * Real.cosh t < √2 * (Real.sinh t * Real.cosh (√2 * t)) := by
  have h2 : (0 : ℝ) < √2 := Real.sqrt_pos.2 (by norm_num)
  have hd : ∀ x : ℝ, HasDerivAt (fun x : ℝ => √2 * (Real.sinh x * Real.cosh (√2 * x))
      - Real.sinh (√2 * x) * Real.cosh x) (Real.sinh x * Real.sinh (√2 * x)) x := by
    intro x
    have hl : HasDerivAt (fun x : ℝ => √2 * x) (√2) x := by
      simpa using (hasDerivAt_id x).const_mul (√2)
    refine ((((Real.hasDerivAt_sinh x).fun_mul hl.cosh).const_mul (√2)).fun_sub
      (hl.sinh.fun_mul (Real.hasDerivAt_cosh x))).congr_deriv ?_
    linear_combination (Real.sinh x * Real.sinh (√2 * x)) * sqrt_two_sq
  -- the difference of the two sides grows from zero
  have hm := strictMonoOn_of_deriv_pos (convex_Ici (0 : ℝ))
    (fun x _ => (hd x).continuousAt.continuousWithinAt) (fun x hx => by
      rw [interior_Ici] at hx
      rw [(hd x).deriv]
      exact mul_pos (Real.sinh_pos_iff.2 hx) (Real.sinh_pos_iff.2 (mul_pos h2 hx)))
  have h := hm (Set.mem_Ici.2 le_rfl) (Set.mem_Ici.2 ht.le) ht
  simp only [mul_zero, Real.sinh_zero, zero_mul, sub_zero] at h
  linarith
```

The substitution \(\beta=\sqrt2\,t\) is made by `obtain`, and `key` is the factorisation of half the excess.

```lean
/-- At every inverse temperature β > 0,
`tr exp(-βX) < tr(exp(-βZ) exp(-β(X-Z)))`. -/
theorem partitionFunction_lt_trace {β : ℝ} (hβ : 0 < β) :
    partitionFunction β pauliX <
      (boltzmann β pauliZ * boltzmann β (pauliX - pauliZ)).trace := by
  have h2 : (0 : ℝ) < √2 := Real.sqrt_pos.2 (by norm_num)
  rw [partitionFunction_X, trace_work_operator]
  obtain ⟨t, rfl⟩ : ∃ t, √2 * t = β := ⟨β / √2, by field_simp⟩
  have ht : 0 < t := (mul_pos_iff_of_pos_left h2).1 hβ
  have he : √2 * (√2 * t) = 2 * t := by linear_combination t * sqrt_two_sq
  have hpos := mul_pos (mul_pos h2 (Real.sinh_pos_iff.2 ht)) (sub_pos.2 (sinh_cosh_gap ht))
  -- double-angle formulas factor half the excess
  have key : Real.cosh (√2 * t) * Real.cosh (2 * t)
      - Real.sinh (√2 * t) * (√2 / 2 * Real.sinh (2 * t)) - Real.cosh (√2 * t) =
      √2 * Real.sinh t * (√2 * (Real.sinh t * Real.cosh (√2 * t))
        - Real.sinh (√2 * t) * Real.cosh t) := by
    rw [Real.cosh_two_mul, Real.sinh_two_mul, Real.cosh_sq t]
    linear_combination (-(Real.sinh t ^ 2 * Real.cosh (√2 * t))) * sqrt_two_sq
  rw [he]
  apply Complex.real_lt_real.2
  linarith
```

At \(\beta=1\) the statement can be written with bare exponentials.

```lean
/-- At unit temperature, `tr exp(-X) < tr(exp(-Z) exp(-(X-Z)))`. -/
theorem trace_exp_lt_unit_temperature :
    (NormedSpace.exp (-pauliX)).trace <
      (NormedSpace.exp (-pauliZ) * NormedSpace.exp (-(pauliX - pauliZ))).trace := by
  simpa only [partitionFunction, boltzmann, Complex.ofReal_one, neg_smul, one_smul] using
    partitionFunction_lt_trace one_pos
```

Division by the positive number \(2\cosh\beta\) turns the trace inequality into the violation of Jarzynski's equality, for this quench and every \(\beta>0\).

```lean
/-- For the sudden quench from Z to X at any β > 0, the work-operator average of `exp(-βW)`
strictly exceeds the ratio of final to initial partition functions. -/
theorem work_operator_violates_jarzynski {β : ℝ} (hβ : 0 < β) :
    partitionFunction β pauliX / partitionFunction β pauliZ <
      operatorWorkAverage β pauliZ pauliX := by
  have h := partitionFunction_lt_trace hβ
  rw [operatorWorkAverage, gibbs, smul_mul_assoc, Matrix.trace_smul, smul_eq_mul,
    ← div_eq_inv_mul]
  rw [partitionFunction_X, trace_work_operator] at h ⊢
  rw [partitionFunction_Z, ← Complex.ofReal_div, ← Complex.ofReal_div]
  have hc : 0 < 2 * Real.cosh β := mul_pos two_pos (Real.cosh_pos β)
  exact Complex.real_lt_real.2 (div_lt_div_of_pos_right (Complex.real_lt_real.1 h) hc)
```

## Commuting Hamiltonians and two-point measurements

The commuting case holds in every finite dimension and for every real \(\beta\). Its physical reading needs a nonzero initial partition function, which Hermitian Hamiltonians on a nonzero space always have. In the proof, `hc` passes commutation on to the exponents and `hm` merges the two exponentials.

```lean
/-- If the initial and final Hamiltonians commute, the work-operator average equals the ratio
of partition functions. -/
theorem work_operator_jarzynski_of_commute (β : ℝ) {Hi Hf : Matrix n n ℂ}
    (h : Commute Hi Hf) :
    operatorWorkAverage β Hi Hf = partitionFunction β Hf / partitionFunction β Hi := by
  have hc : Commute ((-(β : ℂ)) • Hi) ((-(β : ℂ)) • (Hf - Hi)) :=
    ((h.sub_right (Commute.refl Hi)).smul_left _).smul_right _
  have hm : boltzmann β Hi * boltzmann β (Hf - Hi) = boltzmann β Hf := by
    rw [boltzmann, boltzmann, ← Matrix.exp_add_of_commute _ _ hc, ← smul_add,
      add_sub_cancel, boltzmann]
  rw [operatorWorkAverage, gibbs, smul_mul_assoc, hm, Matrix.trace_smul, smul_eq_mul,
    ← div_eq_inv_mul, ← partitionFunction]
```

The last theorem treats only the sudden quench \(Z\to X\) of one qubit, whereas Jarzynski's equality is usually stated for general driving protocols. In the proof, `hQ` says that the diagonal entries of the \(X\) projectors are \(1/2\), `hp` gives the joint probabilities, and `he` cancels the initial energy from the exponent. What remains is the sum over \(k\) found by hand.

```lean
/-- For the sudden quench from Z to X, the two-point measurement average of `exp(-βw)` equals
the ratio of partition functions. -/
theorem two_point_jarzynski (β : ℝ) :
    twoPointWorkAverage β = partitionFunction β pauliX / partitionFunction β pauliZ := by
  have hB : boltzmann β pauliZ = !![Complex.exp (-β), 0; 0, Complex.exp β] := by
    rw [boltzmann_involution _ pauliZ_sq]
    ext i j
    fin_cases i <;> fin_cases j <;>
      simp [pauliZ, Complex.cosh_sub_sinh, Complex.cosh_add_sinh]
  have hP0 : eigenProj pauliZ 0 = !![1, 0; 0, 0] := by
    ext i j
    fin_cases i <;> fin_cases j <;> simp [eigenProj, energy, pauliZ]
    norm_num
  have hP1 : eigenProj pauliZ 1 = !![0, 0; 0, 1] := by
    ext i j
    fin_cases i <;> fin_cases j <;> simp [eigenProj, energy, pauliZ]
    norm_num
  have hQ : ∀ k i, eigenProj pauliX k i i = 1 / 2 := by
    intro k i
    fin_cases i <;> simp [eigenProj, pauliX]
  -- joint probability of the outcomes m and k
  have hp : ∀ m k, (eigenProj pauliX k *
      (eigenProj pauliZ m * gibbs β pauliZ * eigenProj pauliZ m)).trace =
      Complex.exp (-((β : ℂ) * (energy m : ℂ))) * ((partitionFunction β pauliZ)⁻¹ / 2) := by
    rw [Fin.forall_fin_two]
    constructor <;> intro k
    · rw [hP0, gibbs, hB]
      simp [Matrix.trace_fin_two, Matrix.mul_apply, Fin.sum_univ_two, hQ, energy]
      ring
    · rw [hP1, gibbs, hB]
      simp [Matrix.trace_fin_two, Matrix.mul_apply, Fin.sum_univ_two, hQ, energy]
      ring
  -- the initial energy cancels from the exponent
  have he : ∀ (m k : Fin 2) (x : ℂ),
      Complex.exp (-((β : ℂ) * ((energy k : ℂ) - (energy m : ℂ)))) *
        (Complex.exp (-((β : ℂ) * (energy m : ℂ))) * x) =
      Complex.exp (-((β : ℂ) * (energy k : ℂ))) * x := by
    intro m k x
    rw [← mul_assoc, ← Complex.exp_add]
    congr 2
    ring
  have e0 : Complex.exp (-((β : ℂ) * (energy 0 : ℂ))) = Complex.exp (-β) := by simp [energy]
  have e1 : Complex.exp (-((β : ℂ) * (energy 1 : ℂ))) = Complex.exp β := by simp [energy]
  simp only [twoPointWorkAverage, hp, he, Fin.sum_univ_two, e0, e1]
  rw [partitionFunction_X, Complex.ofReal_mul, Complex.ofReal_cosh, Complex.cosh]
  push_cast
  ring

end

end WorkOperatorJarzynski
```

```lean
#print axioms WorkOperatorJarzynski.trace_exp_lt_unit_temperature
#print axioms WorkOperatorJarzynski.work_operator_violates_jarzynski
#print axioms WorkOperatorJarzynski.work_operator_jarzynski_of_commute
#print axioms WorkOperatorJarzynski.two_point_jarzynski
```

```
'WorkOperatorJarzynski.trace_exp_lt_unit_temperature' depends on axioms: [propext, Classical.choice, Quot.sound]
'WorkOperatorJarzynski.work_operator_violates_jarzynski' depends on axioms: [propext, Classical.choice, Quot.sound]
'WorkOperatorJarzynski.work_operator_jarzynski_of_commute' depends on axioms: [propext, Classical.choice, Quot.sound]
'WorkOperatorJarzynski.two_point_jarzynski' depends on axioms: [propext, Classical.choice, Quot.sound]
```
